# A lower bound on the number of small gradient steps needed to leave the excited state of a two-level system

A gradient eigensolver can show a small residual while it is still close to an excited state. One check is to restart it from a different vector, for instance a random one, and see whether it reaches a lower energy. For a two-level Hamiltonian, a start with a nonzero ground-state component and steps of $-t$ times the residual vector, with a fixed positive $t$ below the inverse gap, the theorems below bound how many steps the solver needs before the ground state carries at least half the weight.

In Lean 4 with Mathlib:

```lean
import Mathlib

open Matrix

namespace ExcitedStateStall

noncomputable section

/-- The two-level Hamiltonian diag(0, g); for `g > 0` its gap is `g`. -/
def hamiltonian (g : ℝ) : Matrix (Fin 2) (Fin 2) ℝ := !![0, 0; 0, g]

/-- The Rayleigh quotient ρ(x) = ⟨x, Hx⟩ / ⟨x, x⟩, for `x ≠ 0`. -/
def rayleigh (H : Matrix (Fin 2) (Fin 2) ℝ) (x : Fin 2 → ℝ) : ℝ :=
  (x ⬝ᵥ (H *ᵥ x)) / (x ⬝ᵥ x)

/-- The eigenvalue residual (H - ρ(x)) x, for `x ≠ 0`. -/
def residual (H : Matrix (Fin 2) (Fin 2) ℝ) (x : Fin 2 → ℝ) : Fin 2 → ℝ :=
  H *ᵥ x - rayleigh H x • x

/-- The normalized residual norm ‖(H - ρ(x)) x‖ / ‖x‖, for `x ≠ 0`. -/
def residualNorm (H : Matrix (Fin 2) (Fin 2) ℝ) (x : Fin 2 → ℝ) : ℝ :=
  Real.sqrt ((residual H x ⬝ᵥ residual H x) / (x ⬝ᵥ x))

/-- One gradient step x → x - t (H - ρ(x)) x, for `x ≠ 0`. -/
def step (t : ℝ) (H : Matrix (Fin 2) (Fin 2) ℝ) (x : Fin 2 → ℝ) : Fin 2 → ℝ :=
  x - t • residual H x

/-- The gradient iteration for diag(0, g) with step size `t`, started from (s, 1). -/
def iter (g t s : ℝ) : ℕ → Fin 2 → ℝ
  | 0 => ![s, 1]
  | n + 1 => step t (hamiltonian g) (iter g t s n)

/-- The ratio of the first component to the second, for `x 1 ≠ 0`. -/
def ratio (x : Fin 2 → ℝ) : ℝ := x 0 / x 1

variable {g t s : ℝ} {x : Fin 2 → ℝ}

/-- The two components of H x for H = diag(0, g). -/
theorem hamiltonian_apply (g : ℝ) (x : Fin 2 → ℝ) :
    (hamiltonian g *ᵥ x) 0 = 0 ∧ (hamiltonian g *ᵥ x) 1 = g * x 1 := by
  constructor <;> simp [hamiltonian, Matrix.mulVec, dotProduct, Fin.sum_univ_two]

/-- If the second component is nonzero, the Rayleigh quotient is g / (1 + u²),
where u is the component ratio. -/
theorem rayleigh_eq (g : ℝ) (hx : x 1 ≠ 0) :
    rayleigh (hamiltonian g) x = g / (1 + ratio x ^ 2) := by
  obtain ⟨h0, h1⟩ := hamiltonian_apply g x
  have hn : x ⬝ᵥ (hamiltonian g *ᵥ x) = g * x 1 ^ 2 := by
    simp only [dotProduct, Fin.sum_univ_two, h0, h1]
    ring
  have hd : x ⬝ᵥ x = x 0 ^ 2 + x 1 ^ 2 := by
    simp only [dotProduct, Fin.sum_univ_two]
    ring
  have ha : x 0 = ratio x * x 1 := (div_mul_cancel₀ (x 0) hx).symm
  have hD : x 0 ^ 2 + x 1 ^ 2 ≠ 0 := by positivity
  have hU : 1 + ratio x ^ 2 ≠ 0 := by positivity
  rw [rayleigh, hn, hd, div_eq_div_iff hD hU, ha]
  ring

/-- For positive gap and positive components, the normalized residual norm is
g u / (1 + u²), where u is the component ratio. -/
theorem residualNorm_eq (hg : 0 < g) (h0 : 0 < x 0) (h1 : 0 < x 1) :
    residualNorm (hamiltonian g) x = g * ratio x / (1 + ratio x ^ 2) := by
  obtain ⟨e0, e1⟩ := hamiltonian_apply g x
  have hu : 0 < ratio x := div_pos h0 h1
  have ha : x 0 = ratio x * x 1 := (div_mul_cancel₀ (x 0) h1.ne').symm
  have hU : 1 + ratio x ^ 2 ≠ 0 := by positivity
  have hρ := rayleigh_eq g h1.ne'
  have hg' : g = rayleigh (hamiltonian g) x * (1 + ratio x ^ 2) := by
    rw [hρ, div_mul_cancel₀ g hU]
  have r0 : residual (hamiltonian g) x 0 = -(rayleigh (hamiltonian g) x * x 0) := by
    change (hamiltonian g *ᵥ x) 0 - rayleigh (hamiltonian g) x * x 0 = _
    rw [e0]
    ring
  -- the excited component of the residual is (g - ρ) x₁ = ρ u² x₁
  have r1 : residual (hamiltonian g) x 1
      = rayleigh (hamiltonian g) x * ratio x ^ 2 * x 1 := by
    change (hamiltonian g *ᵥ x) 1 - rayleigh (hamiltonian g) x * x 1 = _
    rw [e1]
    linear_combination x 1 * hg'
  have hn : residual (hamiltonian g) x ⬝ᵥ residual (hamiltonian g) x
      = (rayleigh (hamiltonian g) x * ratio x) ^ 2 * (x ⬝ᵥ x) := by
    simp only [dotProduct, Fin.sum_univ_two, r0, r1]
    rw [ha]
    ring
  have hD : x ⬝ᵥ x ≠ 0 := by
    simp only [dotProduct, Fin.sum_univ_two]
    positivity
  rw [residualNorm, hn, mul_div_cancel_right₀ _ hD, hρ, Real.sqrt_sq (by positivity)]
  ring

/-- For g, t > 0 and tg < 1, a step keeps positive components positive and multiplies
their ratio by a factor between 1 + tg and 1 / (1 - tg). -/
theorem step_bounds (hg : 0 < g) (ht : 0 < t) (htg : t * g < 1)
    (h0 : 0 < x 0) (h1 : 0 < x 1) :
    0 < step t (hamiltonian g) x 0 ∧ 0 < step t (hamiltonian g) x 1 ∧
    ratio x * (1 + t * g) ≤ ratio (step t (hamiltonian g) x) ∧
    ratio (step t (hamiltonian g) x) ≤ ratio x / (1 - t * g) := by
  obtain ⟨e0, e1⟩ := hamiltonian_apply g x
  have hρ := rayleigh_eq g h1.ne'
  have hρ0 : 0 ≤ rayleigh (hamiltonian g) x := by rw [hρ]; positivity
  have hρg : rayleigh (hamiltonian g) x ≤ g := by
    rw [hρ]
    exact div_le_self hg.le (by linarith [sq_nonneg (ratio x)])
  have s0 : step t (hamiltonian g) x 0
      = x 0 * (1 + t * rayleigh (hamiltonian g) x) := by
    change x 0 - t * ((hamiltonian g *ᵥ x) 0 - rayleigh (hamiltonian g) x * x 0) = _
    rw [e0]
    ring
  have s1 : step t (hamiltonian g) x 1
      = x 1 * (1 - t * g + t * rayleigh (hamiltonian g) x) := by
    change x 1 - t * ((hamiltonian g *ᵥ x) 1 - rayleigh (hamiltonian g) x * x 1) = _
    rw [e1]
    ring
  have hd : 0 < t * g := mul_pos ht hg
  have hc : 0 ≤ t * rayleigh (hamiltonian g) x := mul_nonneg ht.le hρ0
  have hcd : t * rayleigh (hamiltonian g) x ≤ t * g :=
    mul_le_mul_of_nonneg_left hρg ht.le
  have hu : 0 < ratio x := div_pos h0 h1
  have hr : ratio (step t (hamiltonian g) x) = ratio x *
      ((1 + t * rayleigh (hamiltonian g) x) /
        (1 - t * g + t * rayleigh (hamiltonian g) x)) := by
    rw [ratio, s0, s1, mul_div_mul_comm, ratio]
  rw [hr, s0, s1]
  generalize t * rayleigh (hamiltonian g) x = c at *
  generalize t * g = d at *
  have hq : 0 < 1 - d := by linarith
  have hqc : 0 < 1 - d + c := by linarith
  refine ⟨mul_pos h0 (by linarith), mul_pos h1 hqc, ?_, ?_⟩
  · refine mul_le_mul_of_nonneg_left ?_ hu.le
    rw [le_div_iff₀ hqc]
    nlinarith [mul_nonneg hd.le (sub_nonneg.2 hcd)]
  · rw [div_eq_mul_one_div (ratio x)]
    refine mul_le_mul_of_nonneg_left ?_ hu.le
    rw [div_le_div_iff₀ hqc hq]
    nlinarith [mul_nonneg hc hd.le]

/-- For g, t, s > 0 and tg < 1, the iterates have positive components, and their ratio
after n steps lies between s (1 + tg)ⁿ and s / (1 - tg)ⁿ. -/
theorem iter_bounds (hg : 0 < g) (ht : 0 < t) (htg : t * g < 1) (hs : 0 < s) (n : ℕ) :
    0 < iter g t s n 0 ∧ 0 < iter g t s n 1 ∧
    s * (1 + t * g) ^ n ≤ ratio (iter g t s n) ∧
    ratio (iter g t s n) ≤ s / (1 - t * g) ^ n := by
  induction n with
  | zero => simp [iter, ratio, hs]
  | succ n ih =>
    obtain ⟨h0, h1, hl, hu⟩ := ih
    obtain ⟨k0, k1, kl, ku⟩ := step_bounds hg ht htg h0 h1
    have hd : 0 < t * g := mul_pos ht hg
    have hq : 0 < 1 - t * g := by linarith
    refine ⟨k0, k1, le_trans ?_ kl, le_trans ku ?_⟩
    · rw [pow_succ, ← mul_assoc]
      exact mul_le_mul_of_nonneg_right hl (by linarith)
    · rw [pow_succ, ← div_div]
      exact (div_le_div_iff_of_pos_right hq).2 hu

/-- For g, t, s > 0 and tg < 1, the component ratio increases strictly at every step. -/
theorem ratio_lt_succ (hg : 0 < g) (ht : 0 < t) (htg : t * g < 1) (hs : 0 < s) (n : ℕ) :
    ratio (iter g t s n) < ratio (iter g t s (n + 1)) := by
  obtain ⟨h0, h1, -, -⟩ := iter_bounds hg ht htg hs n
  have h : ratio (iter g t s n) * (1 + t * g) ≤ ratio (iter g t s (n + 1)) :=
    (step_bounds hg ht htg h0 h1).2.2.1
  have hu : 0 < ratio (iter g t s n) := div_pos h0 h1
  nlinarith [mul_pos hu (mul_pos ht hg)]

/-- For g, t, s > 0 and tg < 1, the normalized residual norm rises at a step exactly when
the component ratios before and after the step have product below one. -/
theorem residual_rises_iff (hg : 0 < g) (ht : 0 < t) (htg : t * g < 1) (hs : 0 < s)
    (n : ℕ) :
    residualNorm (hamiltonian g) (iter g t s n)
        < residualNorm (hamiltonian g) (iter g t s (n + 1)) ↔
      ratio (iter g t s n) * ratio (iter g t s (n + 1)) < 1 := by
  obtain ⟨h0, h1, -, -⟩ := iter_bounds hg ht htg hs n
  obtain ⟨k0, k1, -, -⟩ := iter_bounds hg ht htg hs (n + 1)
  have huv := ratio_lt_succ hg ht htg hs n
  rw [residualNorm_eq hg h0 h1, residualNorm_eq hg k0 k1]
  generalize ratio (iter g t s n) = u at *
  generalize ratio (iter g t s (n + 1)) = v at *
  rw [div_lt_div_iff₀ (by positivity) (by positivity)]
  -- the difference of the two sides is g (v - u) (1 - u v)
  have hk : 0 < g * (v - u) := mul_pos hg (sub_pos.2 huv)
  constructor
  · intro h
    by_contra h'
    nlinarith [mul_nonneg hk.le (sub_nonneg.2 (not_lt.1 h'))]
  · intro h
    nlinarith [mul_pos hk (sub_pos.2 h)]

/-- Let g, t, s > 0 and tg < 1. The component ratio uₙ increases strictly and is at most
s / (1 - tg)ⁿ, the normalized residual norm rises at every step that ends with ratio at most
one, and uₙ ≥ 1 requires n ≥ ln(1/s) / ln(1/(1 - tg)). -/
theorem slow_escape (hg : 0 < g) (ht : 0 < t) (htg : t * g < 1) (hs : 0 < s) :
    (∀ n, ratio (iter g t s n) < ratio (iter g t s (n + 1))) ∧
    (∀ n, ratio (iter g t s n) ≤ s / (1 - t * g) ^ n) ∧
    (∀ n, ratio (iter g t s (n + 1)) ≤ 1 →
      residualNorm (hamiltonian g) (iter g t s n)
        < residualNorm (hamiltonian g) (iter g t s (n + 1))) ∧
    (∀ n : ℕ, 1 ≤ ratio (iter g t s n) →
      Real.log (1 / s) / Real.log (1 / (1 - t * g)) ≤ n) := by
  refine ⟨ratio_lt_succ hg ht htg hs, fun n => (iter_bounds hg ht htg hs n).2.2.2,
    fun n hn => ?_, fun n hn => ?_⟩
  · rw [residual_rises_iff hg ht htg hs]
    obtain ⟨h0, h1, -, -⟩ := iter_bounds hg ht htg hs n
    have hu : 0 < ratio (iter g t s n) := div_pos h0 h1
    have huv := ratio_lt_succ hg ht htg hs n
    nlinarith [mul_nonneg hu.le (sub_nonneg.2 hn)]
  · have hd : 0 < t * g := mul_pos ht hg
    have hq : 0 < 1 - t * g := by linarith
    have hqn : 0 < (1 - t * g) ^ n := pow_pos hq n
    have h := (le_div_iff₀ hqn).1 (hn.trans (iter_bounds hg ht htg hs n).2.2.2)
    have hlog : 0 < Real.log (1 / (1 - t * g)) :=
      Real.log_pos ((lt_div_iff₀ hq).2 (by linarith))
    rw [div_le_iff₀ hlog, ← Real.log_pow]
    refine Real.log_le_log (by positivity) ?_
    rw [_root_.one_div_pow, div_le_div_iff₀ hs hqn]
    linarith

/-- For g, t, s > 0 and tg < 1, the component ratio is at least one after any number of
steps n ≥ ln(1/s) / ln(1 + tg). -/
theorem escape_guaranteed (hg : 0 < g) (ht : 0 < t) (htg : t * g < 1) (hs : 0 < s)
    (n : ℕ) (hn : Real.log (1 / s) / Real.log (1 + t * g) ≤ n) :
    1 ≤ ratio (iter g t s n) := by
  have hd : 0 < t * g := mul_pos ht hg
  have hlog : 0 < Real.log (1 + t * g) := Real.log_pos (by linarith)
  rw [div_le_iff₀ hlog, ← Real.log_pow] at hn
  have h := (Real.log_le_log_iff (by positivity) (by positivity)).1 hn
  rw [div_le_iff₀ hs] at h
  linarith [(iter_bounds hg ht htg hs n).2.2.1]

/-- For g = 1, t = 1/2 and s = 9/10 the initial component ratio is below one, yet the
normalized residual norm does not rise in the first step. -/
theorem residual_need_not_rise :
    ratio (iter 1 (1 / 2) (9 / 10) 0) < 1 ∧
    ¬ residualNorm (hamiltonian 1) (iter 1 (1 / 2) (9 / 10) 0)
        < residualNorm (hamiltonian 1) (iter 1 (1 / 2) (9 / 10) 1) := by
  have h0 : ratio (iter 1 (1 / 2) (9 / 10) 0) = 9 / 10 := by simp [ratio, iter]
  have h1 := (iter_bounds (g := 1) (t := 1 / 2) (s := 9 / 10)
    (by norm_num) (by norm_num) (by norm_num) (by norm_num) 1).2.2.1
  have hiff := residual_rises_iff (g := 1) (t := 1 / 2) (s := 9 / 10)
    (by norm_num) (by norm_num) (by norm_num) (by norm_num) 0
  refine ⟨by rw [h0]; norm_num, fun h => ?_⟩
  have h2 := hiff.1 h
  rw [h0, zero_add] at h2
  norm_num at h1
  linarith

end

end ExcitedStateStall
```

```lean
#print axioms ExcitedStateStall.iter_bounds
#print axioms ExcitedStateStall.slow_escape
#print axioms ExcitedStateStall.escape_guaranteed
#print axioms ExcitedStateStall.residual_need_not_rise
```

```
'ExcitedStateStall.iter_bounds' depends on axioms: [propext, Classical.choice, Quot.sound]
'ExcitedStateStall.slow_escape' depends on axioms: [propext, Classical.choice, Quot.sound]
'ExcitedStateStall.escape_guaranteed' depends on axioms: [propext, Classical.choice, Quot.sound]
'ExcitedStateStall.residual_need_not_rise' depends on axioms: [propext, Classical.choice, Quot.sound]
```

## Escape time and residual growth

The Hamiltonian is $H=\mathrm{diag}(0,g)$ with gap $g>0$. Component 0 of a vector $x$ belongs to the ground state and component 1 to the excited state. With the Rayleigh quotient $\rho(x)=\langle x,Hx\rangle/\langle x,x\rangle$, the iteration is
$$x\mapsto x-t\,(H-\rho(x))\,x,$$
started from $(s,1)$. At a unit vector the gradient of $\rho$ is $2(H-\rho)x$, so $t$ is twice the factor that multiplies the gradient. Let $u_n$ be the ratio $x_0/x_1$ after $n$ steps, so $u_0=s$.

For $g,t,s>0$ and $tg<1$, `slow_escape` states four things:

- $u_n<u_{n+1}$ for every $n$.
- $u_n\le s/(1-tg)^n$.
- The normalized residual norm $\|(H-\rho)x\|/\|x\|$ rises at every step that ends with $u_{n+1}\le 1$.
- If $u_n\ge 1$, then $n\ge \ln(1/s)/\ln(1/(1-tg))$.

Conversely, `escape_guaranteed` says that $u_n\ge1$ whenever $n\ge\ln(1/s)/\ln(1+tg)$. For $s=10^{-6}$ and $tg=0.1$, reaching $u_n\ge1$ therefore takes at least 132 steps, and 145 suffice.

## An excited state with a small residual

The condition $u_n\ge1$ means that the ground state carries at least half the weight of the normalized vector; the initial weight is $s^2/(1+s^2)$. The code leaves the iterates unnormalized. This changes nothing here, because rescaling $x$ rescales the result of a step by the same factor, and `ratio` and `residualNorm` don't depend on the length of the vector.

The hypothesis `htg : t * g < 1` keeps the excited component positive. The hypothesis `hs : 0 < s` excludes the exact excited eigenvector, from which the iteration never moves. It also excludes negative $s$, but changing the sign of $s$ only changes the sign of component 0 in every iterate, so the bounds then hold with $|s|$ and $|u_n|$. No upper limit on $s$ is assumed; for $s\ge1$ the lower bound on $n$ is at most zero and says nothing.

The model has two levels with real amplitudes, a constant step and no rounding. It contains no line search, and no preconditioner beyond the scalar $t$. Within these limits it shows how a gradient minimisation of the energy can linger near a stationary point that is not the minimum. Here that point is the excited state, where $\rho$ is largest. A residual that is small compared with $g$ signals closeness to one of the two eigenvectors, not necessarily the lower one.

## One step multiplies the ratio by a bounded factor

Take $x_0,x_1>0$ and $u=x_0/x_1$. Then
$$\rho=\frac{g x_1^2}{x_0^2+x_1^2}=\frac{g}{1+u^2},$$
which is `rayleigh_eq`, so $0\le\rho\le g$. The residual is $(-\rho x_0,\,(g-\rho)x_1)$, and the step gives
$$x_0'=(1+t\rho)x_0,\qquad x_1'=(1-tg+t\rho)x_1.$$
Write $c=t\rho$ and $d=tg$, so $0\le c\le d<1$. The ratio is multiplied by $(1+c)/(1-d+c)$, and
$$1+d\le\frac{1+c}{1-d+c}\le\frac1{1-d}.$$
After clearing denominators, the left inequality reads $d(d-c)\ge0$ and the right one $cd\ge0$. `step_bounds` makes the same substitution with `generalize` and hands these two products to `nlinarith`.

Induction in `iter_bounds` yields
$$s(1+tg)^n\le u_n\le \frac{s}{(1-tg)^n}.$$
Since each factor is at least $1+tg>1$, the ratio increases strictly (`ratio_lt_succ`). If $u_n\ge1$, the upper bound gives $(1/(1-tg))^n\ge1/s$, and logarithms give the minimum number of steps. The lower bound gives the sufficient number in the same way.

The same argument with a threshold $K>0$ in place of 1 shows that $u_n\ge K$ requires $n\ge\ln(K/s)/\ln(1/(1-tg))$.

## When the residual rises

Because $g-\rho=\rho u^2$, the squared residual norm is
$$\rho^2u^2x_1^2+\rho^2u^4x_1^2=\rho^2u^2\|x\|^2.$$
The normalized norm is therefore $\rho u=gu/(1+u^2)$, as `residualNorm_eq` states. For successive ratios $u<v$,
$$\frac{gv}{1+v^2}-\frac{gu}{1+u^2}=\frac{g(v-u)(1-uv)}{(1+u^2)(1+v^2)}.$$
So the norm rises exactly when $uv<1$, which is `residual_rises_iff`. If $v\le1$, then $uv\le u<1$, which gives the third claim of `slow_escape`.

It is not enough that the step starts from $u\le1$, because it may jump past the maximum of $gu/(1+u^2)$ at $u=1$. In `residual_need_not_rise`, with $g=1$, $t=1/2$ and $s=9/10$, the first step gives $u_1\ge1.35$. Hence $u_0u_1\ge1.215$, and the residual norm does not rise.
